# The inverse squares of the positive odd integers sum to π²/8

The declaration states that 1 + 1/9 + 1/25 + …, the sum of 1/(2k+1)² over all natural numbers k from zero, converges to π²/8. This is a statement about a series of real numbers, and it assumes no physical model. The attempt starts from the known sum of 1/n², which is π²/6, and splits it into even and odd terms. The even terms contribute a quarter of the total, π²/24, and subtracting them should leave the odd sum.

The failing Lean file:

```lean
import Mathlib

open Real Set MeasureTheory Filter Topology

namespace HasSumOdd

noncomputable section

/-- The inverse squares of the odd numbers sum to `π²/8`. -/
theorem hasSum_odd : HasSum (fun k : ℕ => 1 / (2 * (k : ℝ) + 1) ^ 2) (π ^ 2 / 8) := by
  have h := hasSum_zeta_two
  have he : HasSum (fun k : ℕ => 1 / ((2 * k : ℕ) : ℝ) ^ 2) (π ^ 2 / 24) := by
    convert h.mul_left (1 / 4) using 1
    · ext k
      push_cast
      ring
    · ring
  have ho : Summable (fun k : ℕ => 1 / ((2 * k + 1 : ℕ) : ℝ) ^ 2) :=
    h.summable.comp_injective (i := fun k : ℕ => 2 * k + 1)
      (fun a b hab => by dsimp only at hab; omega)
  have s := (HasSum.even_add_odd (f := fun n : ℕ => 1 / (n : ℝ) ^ 2) he ho.hasSum).unique h
  have r := ho.hasSum
  rw [eq_sub_of_add_eq' s] at r
  convert r using 1
  · ext k
    simp
  · ring

end

end HasSumOdd
```

The error:

```
Try this:
  [apply] ring_nf
  
  The `ring` tactic failed to close the goal. Use `ring_nf` to obtain a normal form.
    
  Note that `ring` works primarily in *commutative* rings. If you have a noncommutative ring, abelian group or module, consider using `noncomm_ring`, `abel` or `module` instead.
Main.lean:17:4: error: unsolved goals
case e'_5
h : HasSum (fun n => 1 / ↑n ^ 2) (π ^ 2 / 6)
⊢ (fun k => (↑(k * 2))⁻¹ ^ 2) = fun i => (↑i)⁻¹ ^ 2 * (1 / 4)
Main.lean:12:76: error: unsolved goals
case e'_6
h : HasSum (fun n => 1 / ↑n ^ 2) (π ^ 2 / 6)
⊢ π ^ 2 / 24 = 1 / 4 * (π ^ 2 / 6)
```

The mended proof, as a diff:

```diff
@@ -10,10 +10,12 @@
 theorem hasSum_odd : HasSum (fun k : ℕ => 1 / (2 * (k : ℝ) + 1) ^ 2) (π ^ 2 / 8) := by
   have h := hasSum_zeta_two
-  have he : HasSum (fun k : ℕ => 1 / ((2 * k : ℕ) : ℝ) ^ 2) (π ^ 2 / 24) := by
-    convert h.mul_left (1 / 4) using 1
-    · ext k
+  have he : HasSum (fun k : ℕ => 1 / ((2 * k : ℕ) : ℝ) ^ 2) (1 / 4 * (π ^ 2 / 6)) := by
+    have q : (fun k : ℕ => 1 / ((2 * k : ℕ) : ℝ) ^ 2) =
+        fun k : ℕ => 1 / 4 * (1 / (k : ℝ) ^ 2) := by
+      funext k
       push_cast
       ring
-    · ring
+    rw [q]
+    exact h.mul_left _
   have ho : Summable (fun k : ℕ => 1 / ((2 * k + 1 : ℕ) : ℝ) ^ 2) :=
     h.summable.comp_injective (i := fun k : ℕ => 2 * k + 1)
@@ -21,9 +23,6 @@
   have s := (HasSum.even_add_odd (f := fun n : ℕ => 1 / (n : ℝ) ^ 2) he ho.hasSum).unique h
   have r := ho.hasSum
-  rw [eq_sub_of_add_eq' s] at r
-  convert r using 1
-  · ext k
-    simp
-  · ring
+  rw [eq_sub_of_add_eq' s, show π ^ 2 / 6 - 1 / 4 * (π ^ 2 / 6) = π ^ 2 / 8 by ring] at r
+  simpa using r
 
 end
```

Cause. Both errors come from the even sum, where `convert` left more goals than the two bullets expected. An earlier goal, not shown in the messages, used up the first bullet, with its `ext k` and `push_cast`. The equality of the two functions therefore fell to the bare `ring` of the second. That `ring` did not split the cast `↑(k * 2)` into a product of real numbers, so the two sides never matched. The second message shows the equality of the values, π²/24 = 1/4 · (π²/6), which is true but had no bullet left to prove it.

The repair proves the equality of functions separately as `q`, where `funext k`, `push_cast` and `ring` act on the intended goal. It also states the even sum as `1 / 4 * (π ^ 2 / 6)`, the form `h.mul_left` gives, so after `rw [q]` an `exact` suffices. The closing lines now simplify the new difference to π²/8 and finish with `simpa`. Replacing the final `convert` is mere tidying, since no error was reported there.
